# A symmetric metric is invariant under the sixfold matrix exactly when it has hexagonal form

Take a structure with a sixfold axis and enter its cell with $a$ slightly different from $b$, or $\gamma$ slightly off $120^\circ$. The symmetry matrix still has integer entries and still maps lattice points to lattice points, but it no longer preserves distances. Bonds listed as equivalent can then have different lengths. The condition below identifies the cells for which this mismatch is absent.

## Comparing the entries of $R^T G R$ and $G$

Let $\mathbf a_0,\mathbf a_1,\mathbf a_2$ be the cell vectors $\mathbf a,\mathbf b,\mathbf c$, and let $G_{ij}=\mathbf a_i\cdot\mathbf a_j$ be the metric. Indices run over 0, 1, 2. The sixfold rotation acts on fractional coordinates by

$$R=\begin{pmatrix}1&-1&0\\1&0&0\\0&0&1\end{pmatrix}.$$

The claim is that a real symmetric $G$ satisfies $R^TGR=G$ if and only if

$$G_{00}=G_{11}=-2G_{01},\qquad G_{02}=G_{12}=0.$$

The columns of $R$ are $r_0=(1,1,0)$, $r_1=(-1,0,0)$ and $r_2=(0,0,1)$, and $(R^TGR)_{ij}=r_i^TGr_j$. Since $G$ is symmetric, six entries suffice:

- $(0,0)$: $G_{00}+2G_{01}+G_{11}=G_{00}$
- $(0,1)$: $-G_{00}-G_{01}=G_{01}$, so $G_{00}=-2G_{01}$
- $(1,1)$: $G_{00}=G_{11}$
- $(0,2)$: $G_{02}+G_{12}=G_{02}$, so $G_{12}=0$
- $(1,2)$: $-G_{02}=G_{12}$, so $G_{02}=0$
- $(2,2)$: $G_{22}=G_{22}$

The last five give the stated conditions. Conversely, those conditions satisfy all six equations, the first because $2G_{01}+G_{11}=0$.

For a cell with positive edges, $G_{00}=G_{11}$ reads $a^2=b^2$, so $a=b$. Then $a^2=-2a^2\cos\gamma$ gives $\cos\gamma=-\tfrac12$, and the two zeros give $\cos\alpha=\cos\beta=0$. With angles in $[0,\pi]$, this means $\gamma=2\pi/3$ and $\alpha=\beta=\pi/2$.

In a variable-cell relaxation that keeps this sixfold operation in these axes, the exact metric therefore has only two free parameters, $a^2$ and $c^2$.

## Operations and metrics as real matrices

In Lean 4 with Mathlib:

```lean
import Mathlib

open Matrix Real

namespace HexagonalLattice

noncomputable section
```

Invariance is defined for square real matrices of any finite size. It concerns only the linear part of a space-group operation; translations and atomic positions do not enter.

```lean
/-- The operation `W`, acting on fractional coordinates, is compatible with the metric
tensor `G` when `Wᵀ G W = G`. -/
def PreservesMetric {n : Type*} [Fintype n] (W G : Matrix n n ℝ) : Prop :=
  Wᵀ * G * W = G
```

The four rotations are explicit matrices whose columns are the images of the cell vectors.

```lean
/-- The sixfold rotation about `c` in fractional coordinates: `a ↦ a + b`, `b ↦ -a`, `c ↦ c`. -/
def sixfold : Matrix (Fin 3) (Fin 3) ℝ := !![1, -1, 0; 1, 0, 0; 0, 0, 1]

/-- The threefold rotation about `c`: `a ↦ b`, `b ↦ -a - b`, `c ↦ c`. -/
def threefold : Matrix (Fin 3) (Fin 3) ℝ := !![0, -1, 0; 1, -1, 0; 0, 0, 1]

/-- The twofold rotation about `c`: `a ↦ -a`, `b ↦ -b`, `c ↦ c`. -/
def twofold : Matrix (Fin 3) (Fin 3) ℝ := !![-1, 0, 0; 0, -1, 0; 0, 0, 1]

/-- The twofold rotation about `a + b`: `a ↦ b`, `b ↦ a`, `c ↦ -c`. -/
def basalTwofold : Matrix (Fin 3) (Fin 3) ℝ := !![0, 1, 0; 1, 0, 0; 0, 0, -1]
```

In `hexMetric A C` the parameters stand for $A=a^2$ and $C=c^2$, but the definition admits any real values. `cellMetric` writes the scalar products in terms of edges and angles.

```lean
/-- The symmetric hexagonal metric tensor with `G 0 0 = G 1 1 = A`, `G 0 1 = -A / 2`, `G 2 2 = C`
and `G 0 2 = G 1 2 = 0`. -/
def hexMetric (A C : ℝ) : Matrix (Fin 3) (Fin 3) ℝ :=
  !![A, -A / 2, 0; -A / 2, A, 0; 0, 0, C]

/-- The metric tensor of a cell with edge lengths `a, b, c` and angles `α = ∠(b, c)`,
`β = ∠(a, c)`, `γ = ∠(a, b)`. -/
def cellMetric (a b c α β γ : ℝ) : Matrix (Fin 3) (Fin 3) ℝ :=
  !![a ^ 2, a * b * Real.cos γ, a * c * Real.cos β;
     a * b * Real.cos γ, b ^ 2, b * c * Real.cos α;
     a * c * Real.cos β, b * c * Real.cos α, c ^ 2]
```

## Scalar products and products of operations

The condition $W^TGW=G$ says that $(Wx)^TG(Wy)=x^TGy$ for all $x,y$. One direction is substitution; for the other, the proof inserts unit vectors, which pick out single entries.

```lean
/-- In any dimension, `Wᵀ G W = G` holds exactly when `W` leaves every scalar product
`xᵀ G y` of coordinate vectors unchanged. -/
theorem preservesMetric_iff_scalar_products {n : Type*} [Fintype n] (W G : Matrix n n ℝ) :
    PreservesMetric W G ↔
      ∀ x y : n → ℝ, (W *ᵥ x) ⬝ᵥ G *ᵥ (W *ᵥ y) = x ⬝ᵥ G *ᵥ y := by
  classical
  have key : ∀ x y : n → ℝ,
      (W *ᵥ x) ⬝ᵥ G *ᵥ (W *ᵥ y) = x ⬝ᵥ (Wᵀ * G * W) *ᵥ y := by
    intro x y
    rw [← Matrix.mulVec_mulVec, ← Matrix.mulVec_mulVec, Matrix.dotProduct_mulVec x Wᵀ,
      Matrix.vecMul_transpose]
  unfold PreservesMetric
  constructor
  · intro h x y
    rw [key, h]
  · intro h
    ext i j
    -- basis vectors pick out single matrix entries
    have aux : ∀ M : Matrix n n ℝ,
        (Pi.single i 1 : n → ℝ) ⬝ᵥ M *ᵥ (Pi.single j 1 : n → ℝ) = M i j := by
      intro M
      simp
    have hij := h (Pi.single i 1) (Pi.single j 1)
    rw [key, aux, aux] at hij
    exact hij
```

If $W$ and $V$ preserve $G$, then $(WV)^TG(WV)=V^T(W^TGW)V=V^TGV=G$.

```lean
/-- The product of two operations compatible with a metric is compatible with it. -/
theorem PreservesMetric.mul {n : Type*} [Fintype n] {W V G : Matrix n n ℝ}
    (hW : PreservesMetric W G) (hV : PreservesMetric V G) : PreservesMetric (W * V) G := by
  unfold PreservesMetric at *
  calc (W * V)ᵀ * G * (W * V) = Vᵀ * (Wᵀ * G * W) * V := by
        rw [Matrix.transpose_mul]
        simp only [Matrix.mul_assoc]
    _ = G := by rw [hW, hV]
```

Direct multiplication identifies the powers of `sixfold`; the sixth power is the square of the cube.

```lean
/-- The square and cube of the sixfold matrix are the threefold and twofold rotations about
`c`, its sixth power is the identity, and its determinant is one. -/
theorem sixfold_powers :
    sixfold ^ 2 = threefold ∧ sixfold ^ 3 = twofold ∧ sixfold ^ 6 = 1 ∧ sixfold.det = 1 := by
  have h2 : sixfold ^ 2 = threefold := by
    rw [pow_two]
    ext i j
    simp only [Matrix.mul_apply, Fin.sum_univ_three]
    fin_cases i <;> fin_cases j <;> simp [sixfold, threefold]
  have h3 : sixfold ^ 3 = twofold := by
    have e : sixfold ^ 3 = sixfold ^ 2 * sixfold := pow_succ sixfold 2
    rw [e, h2]
    ext i j
    simp only [Matrix.mul_apply, Fin.sum_univ_three]
    fin_cases i <;> fin_cases j <;> simp [sixfold, threefold, twofold]
  have h6 : sixfold ^ 6 = 1 := by
    have e : sixfold ^ 6 = sixfold ^ 3 * sixfold ^ 3 := pow_add sixfold 3 3
    rw [e, h3, Matrix.one_fin_three]
    ext i j
    simp only [Matrix.mul_apply, Fin.sum_univ_three]
    fin_cases i <;> fin_cases j <;> simp [twofold]
  refine ⟨h2, h3, h6, ?_⟩
  rw [Matrix.det_fin_three]
  simp [sixfold]
```

## The hexagonal conditions

The hypothesis `hG` says that $G$ is symmetric; positivity is not assumed. The forward proof extracts the entries $(1,1)$, $(0,1)$, $(0,2)$ and $(1,2)$ computed above, and `linarith` solves the linear equations. The converse checks all nine entries.

```lean
/-- A real symmetric metric is compatible with the sixfold rotation if and only if `G 0 0 = G 1 1 =
-2 * G 0 1` and `G 0 2 = G 1 2 = 0`. -/
theorem sixfold_preserves_iff {G : Matrix (Fin 3) (Fin 3) ℝ} (hG : G.IsSymm) :
    PreservesMetric sixfold G ↔
      G 0 0 = G 1 1 ∧ G 0 0 = -2 * G 0 1 ∧ G 0 2 = 0 ∧ G 1 2 = 0 := by
  have h10 : G 1 0 = G 0 1 := hG.apply 0 1
  have h20 : G 2 0 = G 0 2 := hG.apply 0 2
  have h21 : G 2 1 = G 1 2 := hG.apply 1 2
  unfold PreservesMetric
  constructor
  · intro h
    have e := Matrix.ext_iff.mpr h
    simp only [Matrix.mul_apply, Fin.sum_univ_three, Matrix.transpose_apply] at e
    -- four entries of the matrix equation carry all the constraints
    have e11 := e 1 1
    have e01 := e 0 1
    have e02 := e 0 2
    have e12 := e 1 2
    simp [sixfold] at e11 e01 e02 e12
    refine ⟨?_, ?_, ?_, ?_⟩ <;> linarith
  · rintro ⟨h1, h2, h3, h4⟩
    ext i j
    simp only [Matrix.mul_apply, Fin.sum_univ_three, Matrix.transpose_apply]
    fin_cases i <;> fin_cases j <;> simp [sixfold] <;> linarith
```

Equivalently, $G$ belongs to the two-parameter family, with $A=G_{00}$ and $C=G_{22}$.

```lean
/-- The symmetric metrics compatible with the sixfold rotation are exactly the
two-parameter family of hexagonal metrics. -/
theorem sixfold_preserves_iff_hexMetric {G : Matrix (Fin 3) (Fin 3) ℝ} (hG : G.IsSymm) :
    PreservesMetric sixfold G ↔ ∃ A C : ℝ, G = hexMetric A C := by
  have h10 : G 1 0 = G 0 1 := hG.apply 0 1
  have h20 : G 2 0 = G 0 2 := hG.apply 0 2
  have h21 : G 2 1 = G 1 2 := hG.apply 1 2
  rw [sixfold_preserves_iff hG]
  constructor
  · rintro ⟨h1, h2, h3, h4⟩
    refine ⟨G 0 0, G 2 2, ?_⟩
    ext i j
    fin_cases i <;> fin_cases j <;> simp [hexMetric] <;> linarith
  · rintro ⟨A, C, rfl⟩
    refine ⟨?_, ?_, ?_, ?_⟩ <;> simp [hexMetric]
    linarith
```

The threefold rotation is no less restrictive. Its entries give $G_{11}=G_{00}$, $-G_{01}-G_{11}=G_{01}$, $G_{12}=G_{02}$ and $-G_{02}-G_{12}=G_{12}$; the last two force $3G_{02}=0$. The reverse implication uses $R^2$ and closure under products. The equivalence concerns the metric alone: for a rhombohedral lattice described by its centred hexagonal cell, the sixfold matrix preserves the metric but does not map the centring points to lattice points.

```lean
/-- A symmetric metric is compatible with the threefold rotation about `c` if and only if
it is compatible with the sixfold rotation. -/
theorem threefold_preserves_iff_sixfold {G : Matrix (Fin 3) (Fin 3) ℝ} (hG : G.IsSymm) :
    PreservesMetric threefold G ↔ PreservesMetric sixfold G := by
  have h10 : G 1 0 = G 0 1 := hG.apply 0 1
  constructor
  · intro h
    rw [sixfold_preserves_iff hG]
    unfold PreservesMetric at h
    have e := Matrix.ext_iff.mpr h
    simp only [Matrix.mul_apply, Fin.sum_univ_three, Matrix.transpose_apply] at e
    have e00 := e 0 0
    have e01 := e 0 1
    -- these two give G 1 2 = G 0 2 and -G 0 2 - G 1 2 = G 1 2, hence 3 * G 0 2 = 0
    have e02 := e 0 2
    have e12 := e 1 2
    simp [threefold] at e00 e01 e02 e12
    refine ⟨?_, ?_, ?_, ?_⟩ <;> linarith
  · intro h
    rw [← sixfold_powers.1, pow_two]
    exact h.mul h
```

The twofold rotation about $\mathbf a+\mathbf b$ exchanges $G_{00}$ with $G_{11}$ and sends $G_{02}$ to $-G_{12}$, so it preserves every hexagonal metric. The atoms in the cell may still break this symmetry.

```lean
/-- A symmetric metric compatible with the sixfold rotation is also compatible with the
twofold rotation about `a + b`. -/
theorem basalTwofold_preserves_of_sixfold {G : Matrix (Fin 3) (Fin 3) ℝ} (hG : G.IsSymm)
    (h : PreservesMetric sixfold G) : PreservesMetric basalTwofold G := by
  have h10 : G 1 0 = G 0 1 := hG.apply 0 1
  have h20 : G 2 0 = G 0 2 := hG.apply 0 2
  have h21 : G 2 1 = G 1 2 := hG.apply 1 2
  obtain ⟨h1, h2, h3, h4⟩ := (sixfold_preserves_iff hG).mp h
  unfold PreservesMetric
  ext i j
  simp only [Matrix.mul_apply, Fin.sum_univ_three, Matrix.transpose_apply]
  fin_cases i <;> fin_cases j <;> simp [basalTwofold] <;> linarith
```

## Positive lengths and cell parameters

Expanding the determinant gives $C(A^2-A^2/4)=\tfrac34A^2C$, the squared cell volume for a genuine cell.

```lean
/-- The determinant of the hexagonal metric is `3 A² C / 4`. -/
theorem hexMetric_det (A C : ℝ) : (hexMetric A C).det = 3 / 4 * A ^ 2 * C := by
  rw [Matrix.det_fin_three]
  simp [hexMetric]
  ring
```

The squared length of $x$ is $A(x_0^2-x_0x_1+x_1^2)+Cx_2^2$. The vectors $(1,0,0)$ and $(0,0,1)$ show that $A$ and $C$ must be positive. Conversely, the bracket equals $\tfrac12[(x_0-x_1)^2+x_0^2+x_1^2]$, so for positive $A$ and $C$ the length vanishes only at $x=0$.

```lean
/-- The hexagonal metric gives every nonzero coordinate vector a positive squared length
if and only if `A > 0` and `C > 0`. -/
theorem hexMetric_posDef_iff (A C : ℝ) :
    (∀ x : Fin 3 → ℝ, x ≠ 0 → 0 < x ⬝ᵥ hexMetric A C *ᵥ x) ↔ 0 < A ∧ 0 < C := by
  -- the squared length splits into a basal and an axial part
  have q : ∀ x : Fin 3 → ℝ, x ⬝ᵥ hexMetric A C *ᵥ x
      = A * (x 0 ^ 2 - x 0 * x 1 + x 1 ^ 2) + C * x 2 ^ 2 := by
    intro x
    simp only [dotProduct, Matrix.mulVec, Fin.sum_univ_three]
    simp [hexMetric]
    ring
  constructor
  · intro h
    have n0 : (![1, 0, 0] : Fin 3 → ℝ) ≠ 0 := by
      intro h0
      have := congrFun h0 0
      simp at this
    have n2 : (![0, 0, 1] : Fin 3 → ℝ) ≠ 0 := by
      intro h0
      have := congrFun h0 2
      simp at this
    have hA := h _ n0
    have hC := h _ n2
    rw [q] at hA hC
    exact ⟨by simpa using hA, by simpa using hC⟩
  · rintro ⟨hA, hC⟩ x hx
    rw [q]
    by_contra hle
    have hle' := not_lt.mp hle
    have hq : 0 ≤ x 0 ^ 2 - x 0 * x 1 + x 1 ^ 2 := by
      nlinarith [sq_nonneg (x 0 - x 1), sq_nonneg (x 0), sq_nonneg (x 1)]
    have t1 := mul_nonneg hA.le hq
    have t2 := mul_nonneg hC.le (sq_nonneg (x 2))
    -- both parts vanish, so every coordinate vanishes
    have z1 : A * (x 0 ^ 2 - x 0 * x 1 + x 1 ^ 2) = 0 := by linarith
    have z2 : C * x 2 ^ 2 = 0 := by linarith
    have y1 := (mul_eq_zero.mp z1).resolve_left hA.ne'
    have y2 := (mul_eq_zero.mp z2).resolve_left hC.ne'
    have s0 : x 0 ^ 2 = 0 :=
      le_antisymm (by nlinarith [sq_nonneg (x 0 - x 1), sq_nonneg (x 1)]) (sq_nonneg _)
    have s1 : x 1 ^ 2 = 0 :=
      le_antisymm (by nlinarith [sq_nonneg (x 0 - x 1), sq_nonneg (x 0)]) (sq_nonneg _)
    have h0 : x 0 = 0 := (pow_eq_zero_iff two_ne_zero).mp s0
    have h1 : x 1 = 0 := (pow_eq_zero_iff two_ne_zero).mp s1
    have h2 : x 2 = 0 := (pow_eq_zero_iff two_ne_zero).mp y2
    apply hx
    funext i
    fin_cases i <;> simp [h0, h1, h2]
```

The final theorem translates the conditions into cell parameters. After cancelling the positive edge lengths, it recovers the angles from `Real.injOn_cos`, the injectivity of the cosine on $[0,\pi]$.

```lean
/-- For positive edge lengths and angles between `0` and `π`, the cell metric is compatible
with the sixfold rotation if and only if `a = b`, `α = β = π/2` and `γ = 2π/3`. -/
theorem sixfold_preserves_cellMetric_iff {a b c α β γ : ℝ} (ha : 0 < a) (hb : 0 < b)
    (hc : 0 < c) (hα : α ∈ Set.Icc 0 π) (hβ : β ∈ Set.Icc 0 π) (hγ : γ ∈ Set.Icc 0 π) :
    PreservesMetric sixfold (cellMetric a b c α β γ) ↔
      a = b ∧ α = π / 2 ∧ β = π / 2 ∧ γ = 2 * π / 3 := by
  have hs : (cellMetric a b c α β γ).IsSymm := by
    show (cellMetric a b c α β γ)ᵀ = cellMetric a b c α β γ
    ext i j
    rw [Matrix.transpose_apply]
    fin_cases i <;> fin_cases j <;> simp [cellMetric]
  have e00 : cellMetric a b c α β γ 0 0 = a ^ 2 := by simp [cellMetric]
  have e11 : cellMetric a b c α β γ 1 1 = b ^ 2 := by simp [cellMetric]
  have e01 : cellMetric a b c α β γ 0 1 = a * b * Real.cos γ := by simp [cellMetric]
  have e02 : cellMetric a b c α β γ 0 2 = a * c * Real.cos β := by simp [cellMetric]
  have e12 : cellMetric a b c α β γ 1 2 = b * c * Real.cos α := by simp [cellMetric]
  have c23 : Real.cos (2 * π / 3) = -1 / 2 := by
    have e : 2 * π / 3 = π - π / 3 := by ring
    rw [e, Real.cos_pi_sub, Real.cos_pi_div_three]
    norm_num
  have m23 : 2 * π / 3 ∈ Set.Icc 0 π :=
    ⟨by linarith [Real.pi_pos], by linarith [Real.pi_pos]⟩
  have m2 : π / 2 ∈ Set.Icc 0 π :=
    ⟨by linarith [Real.pi_pos], by linarith [Real.pi_pos]⟩
  rw [sixfold_preserves_iff hs, e00, e11, e01, e02, e12]
  constructor
  · rintro ⟨h1, h2, h3, h4⟩
    have hab : a = b := (sq_eq_sq₀ ha.le hb.le).mp h1
    rw [← hab] at h2
    have z : a * a * (Real.cos γ + 1 / 2) = 0 := by linear_combination (1 / 2) * h2
    have zγ := (mul_eq_zero.mp z).resolve_left (mul_pos ha ha).ne'
    have zβ := (mul_eq_zero.mp h3).resolve_left (mul_pos ha hc).ne'
    have zα := (mul_eq_zero.mp h4).resolve_left (mul_pos hb hc).ne'
    have kγ : Real.cos γ = Real.cos (2 * π / 3) := by
      rw [c23]
      linarith
    have kβ : Real.cos β = Real.cos (π / 2) := by rw [Real.cos_pi_div_two, zβ]
    have kα : Real.cos α = Real.cos (π / 2) := by rw [Real.cos_pi_div_two, zα]
    -- the cosine determines an angle in [0, π]
    exact ⟨hab, Real.injOn_cos hα m2 kα, Real.injOn_cos hβ m2 kβ, Real.injOn_cos hγ m23 kγ⟩
  · rintro ⟨h1, h2, h3, h4⟩
    rw [h1, h2, h3, h4, c23, Real.cos_pi_div_two]
    exact ⟨rfl, by ring, by ring, by ring⟩

end

end HexagonalLattice
```

```lean
#print axioms HexagonalLattice.sixfold_preserves_iff_hexMetric
-- 'HexagonalLattice.sixfold_preserves_iff_hexMetric' depends on axioms: [propext, Classical.choice, Quot.sound]
#print axioms HexagonalLattice.threefold_preserves_iff_sixfold
-- 'HexagonalLattice.threefold_preserves_iff_sixfold' depends on axioms: [propext, Classical.choice, Quot.sound]
#print axioms HexagonalLattice.hexMetric_posDef_iff
-- 'HexagonalLattice.hexMetric_posDef_iff' depends on axioms: [propext, Classical.choice, Quot.sound]
#print axioms HexagonalLattice.sixfold_preserves_cellMetric_iff
-- 'HexagonalLattice.sixfold_preserves_cellMetric_iff' depends on axioms: [propext, Classical.choice, Quot.sound]
```
